# Messages built from ν-fold products of features of body order B have body order at most 1 + νB

## Configurations, clusters and body order

Let ι be the set of atoms and X the set of states that one atom can have, such as its position together with its species. A configuration x gives each atom i a state x_i. A feature is a function of the whole configuration with values in R.

```lean
import Mathlib

open Finset

namespace MessagePassingBodyOrder

noncomputable section

variable {ι : Type} {X R : Type*}
```

A function f depends only on a cluster S of atoms if changing the atoms outside S never changes its value:

x_i = y_i for all i in S ⇒ f(x) = f(y).

```lean
/-- The function `f` of the configuration depends only on the atoms in the cluster `S`. -/
def DependsOnAtoms (S : Finset ι) (f : (ι → X) → R) : Prop :=
  ∀ x y : ι → X, (∀ i ∈ S, x i = y i) → f x = f y
```

A feature f at atom j has body order B if it is a finite sum

f(x) = ∑_k g_k(x),

where each g_k depends only on a cluster S_k that contains j and has at most B atoms. The central atom is counted, so a function of x_j alone has order 1. Body order is an upper limit in this convention: a feature of order 2 also has order 3. The values lie in a commutative ring R, which covers real scalar features.

```lean
variable [CommRing R]

/-- A feature at atom `j` has body order `B` if it is a finite sum of functions, each depending
on a cluster of at most `B` atoms that includes `j`. -/
def HasBodyOrder (j : ι) (B : ℕ) (f : (ι → X) → R) : Prop :=
  ∃ (κ : Type) (_ : Fintype κ) (S : κ → Finset ι) (g : κ → (ι → X) → R),
    (∀ k, j ∈ S k ∧ (S k).card ≤ B ∧ DependsOnAtoms (S k) (g k)) ∧
    ∀ x, f x = ∑ k, g k x
```

## Merging clusters along an edge

Let f = ∑_a g_a be a feature at i of order A, with clusters S_a, and h = ∑_b u_b a feature at j of order B, with clusters T_b. For an edge function φ(x_i, x_j),

f φ h = ∑_{a,b} g_a φ(x_i, x_j) u_b.

Each term depends only on S_a ∪ T_b. This union already contains i and j, so the edge function brings in no further atom, and

|S_a ∪ T_b| ≤ |S_a| + |T_b| ≤ A + B.

The proof indexes the new terms by pairs (a, b). Its first part checks the merged cluster, and its second part multiplies out the two sums.

```lean
/-- Multiplying a feature at atom `i` by an edge function of `i` and `j` and a feature at `j`
adds the two body orders. -/
theorem hasBodyOrder_mul_edge [DecidableEq ι] {i j : ι} {A B : ℕ} {f h : (ι → X) → R}
    (φ : X → X → R) (hf : HasBodyOrder i A f) (hh : HasBodyOrder j B h) :
    HasBodyOrder i (A + B) (fun x => f x * (φ (x i) (x j) * h x)) := by
  obtain ⟨κ, instκ, S, g, hg, hf⟩ := hf
  obtain ⟨μ, instμ, T, u, hu, hh⟩ := hh
  refine ⟨κ × μ, inferInstance, fun p => S p.1 ∪ T p.2,
    fun p x => g p.1 x * (φ (x i) (x j) * u p.2 x), ?_, ?_⟩
  · rintro ⟨a, b⟩
    obtain ⟨hi, hS, hgd⟩ := hg a
    obtain ⟨hj, hT, hud⟩ := hu b
    -- the merged cluster contains both ends of the edge
    refine ⟨mem_union_left _ hi, (card_union_le _ _).trans (add_le_add hS hT), ?_⟩
    intro x y hxy
    have h1 : g a x = g a y := hgd x y (fun k hk => hxy k (mem_union_left _ hk))
    have h2 : u b x = u b y := hud x y (fun k hk => hxy k (mem_union_right _ hk))
    have h3 : x i = y i := hxy i (mem_union_left _ hi)
    have h4 : x j = y j := hxy j (mem_union_right _ hj)
    show g a x * (φ (x i) (x j) * u b x) = g a y * (φ (y i) (y j) * u b y)
    rw [h1, h2, h3, h4]
  · intro x
    show f x * (φ (x i) (x j) * h x) =
      ∑ p : κ × μ, g p.1 x * (φ (x i) (x j) * u p.2 x)
    rw [hf x, hh x, Fintype.sum_prod_type, Finset.sum_mul]
    simp only [Finset.mul_sum]
```

Adding features at the same atom only makes the list of terms longer; no cluster grows. The proof adds one feature at a time and joins the two lists of terms.

```lean
/-- A finite sum of features of body order `B` at the same atom has body order `B`. -/
theorem hasBodyOrder_sum {τ : Type} {i : ι} {B : ℕ} (s : Finset τ) (F : τ → (ι → X) → R)
    (hF : ∀ t, HasBodyOrder i B (F t)) : HasBodyOrder i B (fun x => ∑ t ∈ s, F t x) := by
  classical
  induction s using Finset.induction_on with
  | empty =>
    exact ⟨Empty, inferInstance, fun k => k.elim, fun k => k.elim, fun k => k.elim,
      fun x => by simp⟩
  | insert a s ha ih =>
    obtain ⟨κ, instκ, S, g, hg, hf⟩ := hF a
    obtain ⟨μ, instμ, T, u, hu, hh⟩ := ih
    refine ⟨κ ⊕ μ, inferInstance, Sum.elim S T, Sum.elim g u, ?_, fun x => ?_⟩
    · rintro (k | k)
      · exact hg k
      · exact hu k
    · have h2 : ∑ t ∈ s, F t x = ∑ k, u k x := hh x
      show ∑ t ∈ insert a s, F t x = ∑ k : κ ⊕ μ, Sum.elim g u k x
      rw [Finset.sum_insert ha, hf x, h2, Fintype.sum_sum_type]
      rfl
```

## One message-passing layer

The message at atom i sums over all ν-tuples (j_1, …, j_ν) of atoms:

m_i(x) = ∑_{j_1,…,j_ν} ∏_k φ_k(x_i, x_{j_k}) h_{j_k}(x).

Atoms may repeat within a tuple, and i itself may occur. A distance cutoff is included, since φ_k may vanish for distant pairs. Lean numbers the factors from 0 to ν − 1 through `Fin ν`, and each factor may have its own edge function.

```lean
variable [Fintype ι]

/-- The message at atom `i`: the sum over `ν`-tuples of atoms of the products of
`φ (x i) (x j) * h j`. -/
def message {ν : ℕ} (φ : Fin ν → X → X → R) (h : ι → (ι → X) → R) (i : ι) (x : ι → X) : R :=
  ∑ j : Fin ν → ι, ∏ k, (φ k (x i) (x (j k)) * h (j k) x)
```

A network starts from features h₀ and replaces them by their messages in every layer. The edge functions may change from layer to layer. The features are single scalars: tensor contractions, channel mixing, residual connections and nonlinear activations are not part of this model.

```lean
/-- The features after a number of message-passing layers, starting from `h₀`. -/
def feature {ν : ℕ} (φ : ℕ → Fin ν → X → X → R) (h₀ : ι → (ι → X) → R) :
    ℕ → ι → (ι → X) → R
  | 0 => h₀
  | t + 1 => message (φ t) (feature φ h₀ t)
```

Fix a tuple. The empty product is the constant 1, which can be assigned to the cluster {i} and so has order 1. Each factor φ_k h_{j_k} adds at most B, by the edge step above. After ν factors the order is

1 + B + … + B = 1 + νB,

and summing over tuples leaves it unchanged. In the proof, `key` is the induction over the factors, and `hasBodyOrder_sum` handles the tuples.

```lean
variable [DecidableEq ι]

/-- If all features have body order `B`, the message from `ν`-tuples has body order
`1 + ν B`. -/
theorem hasBodyOrder_message {ν B : ℕ} (φ : Fin ν → X → X → R) {h : ι → (ι → X) → R}
    (hh : ∀ j, HasBodyOrder j B (h j)) (i : ι) :
    HasBodyOrder i (1 + ν * B) (message φ h i) := by
  refine hasBodyOrder_sum univ
    (fun (j : Fin ν → ι) x => ∏ k, (φ k (x i) (x (j k)) * h (j k) x)) (fun j => ?_)
  -- each further factor adds at most B atoms to the cluster
  have key : ∀ s : Finset (Fin ν), HasBodyOrder i (1 + s.card * B)
      (fun x => ∏ k ∈ s, (φ k (x i) (x (j k)) * h (j k) x)) := by
    intro s
    induction s using Finset.induction_on with
    | empty =>
      exact ⟨Unit, inferInstance, fun _ => {i}, fun _ _ => 1,
        fun _ => ⟨by simp, by simp, fun _ _ _ => rfl⟩, fun x => by simp⟩
    | insert a s ha ih =>
      have hc : 1 + (insert a s).card * B = (1 + s.card * B) + B := by
        rw [card_insert_of_notMem ha]; ring
      have hf : (fun x : ι → X => ∏ k ∈ insert a s, (φ k (x i) (x (j k)) * h (j k) x)) =
          fun x => (∏ k ∈ s, (φ k (x i) (x (j k)) * h (j k) x)) *
            (φ a (x i) (x (j a)) * h (j a) x) := by
        funext x
        rw [Finset.prod_insert ha, mul_comm]
      rw [hc, hf]
      exact hasBodyOrder_mul_edge (φ a) ih (hh (j a))
  simpa using key univ
```

## Stacking layers

Write B_t for the order after t layers, with B_0 = B. The previous step gives B_{t+1} = 1 + νB_t, and therefore

B_t = 1 + ν + … + ν^(t−1) + ν^t B.

For t = 0 the sum of powers is empty and the order is B. For ν = 1, where a message contains no products of neighbour features, the order grows only linearly, as t + B. The Lean induction rewrites the closed form at t + 1 as 1 + ν times the closed form at t and then applies the one-layer theorem.

```lean
/-- After `t` layers, features that start with body order `B` have body order
`1 + ν + ... + ν ^ (t - 1) + ν ^ t B`. -/
theorem hasBodyOrder_feature {ν B : ℕ} (φ : ℕ → Fin ν → X → X → R) {h₀ : ι → (ι → X) → R}
    (hh : ∀ j, HasBodyOrder j B (h₀ j)) (t : ℕ) (i : ι) :
    HasBodyOrder i (∑ k ∈ range t, ν ^ k + ν ^ t * B) (feature φ h₀ t i) := by
  induction t generalizing i with
  | zero => simpa [feature] using hh i
  | succ t ih =>
    have e : ∑ k ∈ range (t + 1), ν ^ k + ν ^ (t + 1) * B =
        1 + ν * (∑ k ∈ range t, ν ^ k + ν ^ t * B) := by
      rw [Finset.sum_range_succ', mul_add, Finset.mul_sum]
      simp only [pow_succ', pow_zero]
      ring
    rw [e]
    exact hasBodyOrder_message (φ t) ih i
```

With B = 1 and ν = 3, the first layer gives 1 + 3·1 = 4 and the second gives 1 + 3·4 = 13. If the energy of an interatomic potential is the sum of such two-layer features over the atoms, it thus contains at most 13-body terms; a nonlinear function of the features is not covered by this limit. The last section shows that a feature can attain order 13, although every edge function sees only two atoms.

```lean
/-- Two layers with products of three factors turn one-body features into features of
body order 13. -/
theorem two_layers_thirteen (φ : ℕ → Fin 3 → X → X → R) {h₀ : ι → (ι → X) → R}
    (hh : ∀ j, HasBodyOrder j 1 (h₀ j)) (i : ι) : HasBodyOrder i 13 (feature φ h₀ 2 i) := by
  have h := hasBodyOrder_feature φ hh 2 i
  have e : ∑ k ∈ range 2, 3 ^ k + 3 ^ 2 * 1 = 13 := by decide
  rwa [e] at h
```

## An alternating sum that detects many-body terms

For one-body starting features and ν ≥ 1, an example shows that the bound can be attained. Let the state of an atom be a real number, and let 1_S be the configuration with occupation 1 on the atoms of S and 0 elsewhere.

```lean
/-- The configuration with occupation 1 on the atoms of `S` and 0 elsewhere. -/
def occ (S : Finset ι) : ι → ℝ := fun i => if i ∈ S then 1 else 0
```

On N atoms, define the alternating sum over all occupations,

D f = ∑_S (−1)^(N+|S|) f(1_S).

```lean
/-- The alternating sum of `f` over all 0/1 occupations. -/
def mixedDiff (f : (ι → ℝ) → ℝ) : ℝ :=
  ∑ S ∈ (univ : Finset ι).powerset, (-1) ^ (Fintype.card ι + S.card) * f (occ S)
```

The example starts from h_j = x_j and uses φ(x_i, x_j) = x_i in every factor and every layer.

```lean
/-- The features of the network with initial feature `x j` and edge function
`φ (x i) (x j) = x i`. -/
def countingFeature (ν t : ℕ) : ι → (ι → ℝ) → ℝ :=
  feature (ν := ν) (fun _ _ a _ => a) (fun j x => x j) t
```

If f ignores some atom a, the occupations S and S ∪ {a} give f the same value with opposite signs. They cancel in pairs, so D f = 0. The proof splits the subsets into those without a and those with a, and adds the two halves term by term.

```lean
/-- The alternating sum vanishes for a function that does not depend on some atom `a`. -/
theorem mixedDiff_eq_zero {f : (ι → ℝ) → ℝ} {T : Finset ι} {a : ι} (ha : a ∉ T)
    (hf : DependsOnAtoms T f) : mixedDiff f = 0 := by
  unfold mixedDiff
  rw [← Finset.insert_erase (mem_univ a), Finset.sum_powerset_insert (notMem_erase a _),
    ← Finset.sum_add_distrib]
  -- occupations with and without atom a cancel in pairs
  refine Finset.sum_eq_zero fun S hS => ?_
  have haS : a ∉ S := fun h => notMem_erase a _ (mem_powerset.mp hS h)
  have hF : f (occ (insert a S)) = f (occ S) := by
    refine hf _ _ fun k hk => ?_
    have hka : k ≠ a := fun h => ha (h ▸ hk)
    simp [occ, hka]
  rw [card_insert_of_notMem haS, hF]
  ring
```

If f has body order B < N, each of its terms depends on a cluster that misses at least one atom. D is linear, so D f = 0 again.

```lean
/-- The alternating sum vanishes for a feature whose body order is below the number of atoms. -/
theorem mixedDiff_eq_zero_of_hasBodyOrder {f : (ι → ℝ) → ℝ} {i : ι} {B : ℕ}
    (hf : HasBodyOrder i B f) (hB : B < Fintype.card ι) : mixedDiff f = 0 := by
  obtain ⟨κ, instκ, S, g, hg, hf⟩ := hf
  have e : mixedDiff f = ∑ k, mixedDiff (g k) := by
    simp only [mixedDiff, hf, Finset.mul_sum]
    exact Finset.sum_comm
  rw [e]
  refine Finset.sum_eq_zero fun k _ => ?_
  obtain ⟨_, hc, hd⟩ := hg k
  have hmiss : ∃ a, a ∉ S k := by
    by_contra hno
    have hu : S k = univ := Finset.eq_univ_iff_forall.mpr fun a => by
      by_contra h
      exact hno ⟨a, h⟩
    rw [hu, Finset.card_univ] at hc
    omega
  obtain ⟨a, ha⟩ := hmiss
  exact mixedDiff_eq_zero ha hd
```

Now take N = p + 1 atoms and f = x_i (∑_a x_a)^p. Expanding the power gives

f = ∑_q x_i x_{q(1)} ⋯ x_{q(p)},

where q runs over all p-tuples of atoms. A monomial that misses an atom contributes 0 to D f. A monomial that contains every atom is nonzero only at full occupation, where the sign is (−1)^(2N) = 1, so it contributes 1. At least one such monomial exists, because the p places can hold the p atoms other than i. Hence D f > 0.

For three atoms, i = 1 and p = 2, only occupations containing atom 1 contribute:

- {1}: +1·1² = 1
- {1, 2} and {1, 3}: −2² each, together −8
- {1, 2, 3}: +3² = 9

The total is 2, from the two tuples (2, 3) and (3, 2).

In the proof, `hcov` evaluates the monomials that contain every atom, and an enumeration of the atoms starting with i supplies one of them.

```lean
/-- On `p + 1` atoms the alternating sum of `x i * (∑ a, x a) ^ p` is positive. -/
theorem mixedDiff_pos (i : ι) (p : ℕ) (hp : Fintype.card ι = p + 1) :
    0 < mixedDiff (fun x : ι → ℝ => x i * (∑ a, x a) ^ p) := by
  have key : mixedDiff (fun x : ι → ℝ => x i * (∑ a, x a) ^ p) =
      ∑ q : Fin p → ι, mixedDiff (fun x => x i * ∏ k, x (q k)) := by
    simp only [mixedDiff, Fintype.sum_pow, Finset.mul_sum]
    exact Finset.sum_comm
  -- a monomial containing every atom survives only at full occupation
  have hcov : ∀ q : Fin p → ι, (∀ a, a = i ∨ ∃ k, q k = a) →
      mixedDiff (fun x => x i * ∏ k, x (q k)) = 1 := by
    intro q hq
    unfold mixedDiff
    rw [Finset.sum_eq_single (univ : Finset ι)]
    · have hs : (-1 : ℝ) ^ (Fintype.card ι + (univ : Finset ι).card) = 1 := by
        rw [Finset.card_univ]
        exact Even.neg_one_pow ⟨_, rfl⟩
      rw [hs]
      simp [occ]
    · intro S _ hS
      have hmiss : ∃ a, a ∉ S := by
        by_contra hno
        exact hS (Finset.eq_univ_iff_forall.mpr fun a => by
          by_contra h
          exact hno ⟨a, h⟩)
      obtain ⟨a, ha⟩ := hmiss
      rcases hq a with h | ⟨k, h⟩
      · have h0 : occ S i = 0 := by simp [occ, ← h, ha]
        simp [h0]
      · have h0 : ∏ k, occ S (q k) = 0 :=
          Finset.prod_eq_zero (mem_univ k) (by simp [occ, h, ha])
        simp [h0]
    · intro h
      exact absurd (mem_powerset.mpr (subset_univ _)) h
  rw [key]
  refine Finset.sum_pos' (fun q _ => ?_) ?_
  · by_cases hq : ∀ a, a = i ∨ ∃ k, q k = a
    · rw [hcov q hq]; norm_num
    · obtain ⟨a, ha⟩ := not_forall.mp hq
      have hia : i ≠ a := fun h => ha (Or.inl h.symm)
      have hqa : ∀ k, q k ≠ a := fun k h => ha (Or.inr ⟨k, h⟩)
      refine (mixedDiff_eq_zero (notMem_erase a univ) ?_).ge
      intro x y hxy
      have h1 : x i = y i := hxy i (mem_erase.mpr ⟨hia, mem_univ _⟩)
      have h2 : ∏ k, x (q k) = ∏ k, y (q k) :=
        Finset.prod_congr rfl fun k _ => hxy _ (mem_erase.mpr ⟨hqa k, mem_univ _⟩)
      show x i * ∏ k, x (q k) = y i * ∏ k, y (q k)
      rw [h1, h2]
  · -- enumerate the atoms with i first
    let e₀ : Fin (p + 1) ≃ ι := (Fintype.equivFinOfCardEq hp).symm
    let e : Fin (p + 1) ≃ ι := e₀.trans (Equiv.swap (e₀ 0) i)
    have he : e 0 = i := Equiv.swap_apply_left _ _
    refine ⟨fun k => e k.succ, mem_univ _, ?_⟩
    rw [hcov _ ?_]
    · norm_num
    · intro a
      obtain ⟨m, hm⟩ := e.surjective a
      rcases Fin.eq_zero_or_eq_succ m with h | ⟨k, h⟩
      · left; rw [← hm, h, he]
      · right; exact ⟨k, by rw [← hm, h]⟩
```

## The bound is attained from one-body features

Let n = ∑_a x_a be the number of occupied atoms. If the feature after t layers is x_i n^p on 0/1 occupations, the next layer gives

(∑_a x_i x_a n^p)^ν = (x_i n^(p+1))^ν = x_i n^(ν(p+1)),

because x_i^ν = x_i when x_i is 0 or 1 and ν ≥ 1. Starting from p = 0, the exponent after t layers is ν + … + ν^t.

```lean
/-- For `ν ≥ 1`, on 0/1 occupations the counting feature after `t` layers is `x i` times the power
`ν + ... + ν ^ t` of the number of occupied atoms. -/
theorem countingFeature_occ {ν : ℕ} (hν : 0 < ν) (t : ℕ) (S : Finset ι) (i : ι) :
    countingFeature ν t i (occ S) =
      occ S i * (∑ a, occ S a) ^ (∑ k ∈ range t, ν ^ (k + 1)) := by
  induction t generalizing i with
  | zero => simp [countingFeature, feature]
  | succ t ih =>
    have step : countingFeature ν (t + 1) i (occ S) =
        (∑ a, occ S i * countingFeature ν t a (occ S)) ^ ν := by
      rw [Fintype.sum_pow]; rfl
    have hi : occ S i ^ ν = occ S i := by
      unfold occ
      split_ifs <;> simp [hν.ne']
    have hp : ∑ k ∈ range (t + 1), ν ^ (k + 1) = (∑ k ∈ range t, ν ^ (k + 1) + 1) * ν := by
      rw [Finset.sum_range_succ', add_mul, Finset.sum_mul]
      simp [pow_succ]
    rw [step]
    simp only [ih]
    rw [← Finset.mul_sum, ← Finset.sum_mul, mul_pow, hi, hp, ← pow_succ', pow_mul]
```

Take exactly

N = 1 + ν + … + ν^t

atoms, which is one more than this exponent. The alternating sum of the counting feature is then positive, whereas a body order B < N would make it zero. Hence B ≥ N, which is the upper bound for one-body starting features. For ν = 3 and t = 2 this means that, on thirteen atoms, the order 13 cannot be lowered for this network. Particular choices of φ and h₀ can still give features of lower order.

The smallest case is t = 0 with a single atom: the feature is x_i, its alternating sum is 1 − 0 = 1, and its order cannot be below 1.

The proof argues by contradiction. It replaces the counting feature by x_i n^p inside D, which is allowed because D samples only 0/1 occupations.

```lean
/-- On `1 + ν + ... + ν ^ t` atoms, the counting feature after `t` layers has no body order
smaller than this number. -/
theorem bodyOrder_sharp {ν : ℕ} (hν : 0 < ν) (t : ℕ)
    (hcard : Fintype.card ι = ∑ k ∈ range (t + 1), ν ^ k) (i : ι) {B : ℕ}
    (hB : HasBodyOrder i B (countingFeature ν t i)) : ∑ k ∈ range (t + 1), ν ^ k ≤ B := by
  by_contra hlt
  have h0 := mixedDiff_eq_zero_of_hasBodyOrder hB (by rw [hcard]; exact not_le.mp hlt)
  have hpos := mixedDiff_pos i (∑ k ∈ range t, ν ^ (k + 1))
    (by rw [hcard, Finset.sum_range_succ', pow_zero])
  have e : mixedDiff (countingFeature ν t i) =
      mixedDiff (fun x : ι → ℝ => x i * (∑ a, x a) ^ (∑ k ∈ range t, ν ^ (k + 1))) := by
    unfold mixedDiff
    exact Finset.sum_congr rfl fun S _ => by rw [countingFeature_occ hν]
  rw [← e, h0] at hpos
  exact lt_irrefl _ hpos

end

end MessagePassingBodyOrder
```

```lean
#print axioms MessagePassingBodyOrder.hasBodyOrder_message
#print axioms MessagePassingBodyOrder.two_layers_thirteen
#print axioms MessagePassingBodyOrder.bodyOrder_sharp
```

```
'MessagePassingBodyOrder.hasBodyOrder_message' depends on axioms: [propext, Classical.choice, Quot.sound]
'MessagePassingBodyOrder.two_layers_thirteen' depends on axioms: [propext, Classical.choice, Quot.sound]
'MessagePassingBodyOrder.bodyOrder_sharp' depends on axioms: [propext, Classical.choice, Quot.sound]
```
